# At zero temperature, a perfectly nested band with constant density of states has a mean-field spin-density wave at every positive coupling

Take one pair of states at energies $\pm x$ about the Fermi level, with $x>0$ and the lower one filled. A spin-density wave of amplitude $D>0$ mixes them, and the filled level drops by $\sqrt{x^2+D^2}-x$, which is less than $D^2/(2x)$. The mean-field cost is $D^2/(2g)$ for coupling $g$, so for $g\le x$ the wave always loses. Why, then, am I told that a whole nested band of such pairs orders however weak the coupling is?

## Pairs near the Fermi level remove the threshold

The band contains pairs with $x$ arbitrarily close to zero, and for those the bound $D^2/(2x)$ is no obstacle. There must also be enough of them: the integral of $1/x$, weighted by the density of states, has to diverge at $x=0$. It does for a constant density, but not for one that vanishes linearly there, which leaves a threshold. With a constant density of states up to a cutoff $W>0$, the zero-temperature energy relative to the normal state is

$$E(D)=\frac{D^2}{2g}-\int_0^W\left(\sqrt{x^2+D^2}-x\right)dx .$$

The density of states is absorbed into $g$, which is from here on dimensionless (for the single pair it was an energy), and divided out of $E$.

For $D>0$, the function $\tfrac12\left[x\sqrt{x^2+D^2}+D^2\,\mathrm{arsinh}(x/D)-x^2\right]$ vanishes at $x=0$. Its derivative is

$$\frac12\left[\sqrt{x^2+D^2}+\frac{x^2+D^2}{\sqrt{x^2+D^2}}-2x\right]=\sqrt{x^2+D^2}-x .$$

With $R=\sqrt{W^2+D^2}$ this gives

$$E(D)=\frac{D^2}{2}\left(\frac1g-\mathrm{arsinh}\frac WD\right)-\frac{W(R-W)}{2}.$$

Since $\frac{d}{dD}\mathrm{arsinh}(W/D)=-W/(DR)$, differentiation produces the terms $+DW/(2R)$ and $-WD/(2R)$, which cancel:

$$E'(D)=D\left(\frac1g-\mathrm{arsinh}\frac WD\right).$$

The arsinh falls strictly as $D$ grows and equals $1/g$ at $D_0=W/\sinh(1/g)$. So $E$ falls up to $D_0$ and rises beyond it. For $0<D\le D_0$ the first term of the closed form is at most zero and the second is negative, hence $E(D)<0$, while $E(0)=0$.

At $D_0$, write $S=\sinh(1/g)$ and $C=\cosh(1/g)$. Then $R=WC/S$, and $(C-S)(C+S)=1$ gives

$$E(D_0)=-\frac{W^2(C-S)}{2S}=-\frac{W^2}{2S(C+S)}=-\frac{W^2}{e^{2/g}-1}.$$

For $g\to0^+$, $D_0\approx2We^{-1/g}$ and $E(D_0)\approx-D_0^2/4$: tiny, but negative.

Your threshold returns if the pairs start at some $m$ with $0<m<W$. The same differentiation gives $E'(D)=D\left[1/g-\mathrm{arsinh}(W/D)+\mathrm{arsinh}(m/D)\right]$, and a wave lowers the energy only for $g>1/\ln(W/m)$. An unrestricted Hartree–Fock calculation on this idealised band can therefore miss the ordered state if its grid has no levels close enough to the Fermi energy.

In the Lean file, `energy g W D` is $E(D)$ with its integral, and `gap g W` is $D_0$; the spectral gap between the two branches is $2D_0$. The main theorem, `spin_density_wave_wins`, says that for real $g,W>0$ the energy at $D_0$ is strictly below that at every other $D\ge0$, the normal state included. "Wins" refers to these amplitudes only, not to charge order or superconductivity. `energy_neg` gives the negative sign on $0<D\le D_0$, and `condensation_energy` the minimum value. The functional itself is taken as given: its derivation from a microscopic Hamiltonian, with perfect nesting and a uniform $D$, is the step left to physics.

```lean
import Mathlib

open Real

namespace SpinDensityWaveEnergy

noncomputable section

/-- Mean-field energy of a spin-density wave of amplitude `D` in a nested band of constant density
of states and cutoff `W > 0`, with coupling `g ≠ 0`, measured from the normal state and divided by
the density of states. -/
def energy (g W D : ℝ) : ℝ :=
  D ^ 2 / (2 * g) - ∫ x in (0 : ℝ)..W, (√(x ^ 2 + D ^ 2) - x)

/-- The amplitude `W / sinh (1 / g)`, for coupling `g ≠ 0`. -/
def gap (g W : ℝ) : ℝ := W / sinh (1 / g)

/-- Rescaling of the quasiparticle energy by a positive amplitude `D`. -/
lemma sqrt_rescale {D : ℝ} (hD : 0 < D) (x : ℝ) :
    √(1 + (x / D) ^ 2) = √(x ^ 2 + D ^ 2) / D := by
  have h0 : D ^ 2 ≠ 0 := by positivity
  have h : 1 + (x / D) ^ 2 = (x ^ 2 + D ^ 2) / D ^ 2 := by
    rw [add_div, div_self h0, div_pow, add_comm]
  rw [h, Real.sqrt_div (by positivity), Real.sqrt_sq hD.le]

/-- The slope of the quasiparticle energy `√(x² + a²)` in `x` is `x / √(x² + a²)`,
wherever that energy is nonzero. -/
lemma hasDerivAt_quasiparticle (a x : ℝ) (hp : 0 < x ^ 2 + a ^ 2) :
    HasDerivAt (fun y => √(y ^ 2 + a ^ 2)) (x / √(x ^ 2 + a ^ 2)) x := by
  have hsq : HasDerivAt (fun y : ℝ => y ^ 2) (2 * x) x := by
    simpa using hasDerivAt_pow 2 x
  exact ((hsq.add_const (a ^ 2)).sqrt hp.ne').congr_deriv
    (mul_div_mul_left x _ two_ne_zero)

/-- Closed form of the integral of `√(x² + D²) - x` from `0` to `W`, for `D > 0`. For `W > 0` it is
the band's energy gain at amplitude `D`, in the units of `energy`. -/
theorem band_integral (W : ℝ) {D : ℝ} (hD : 0 < D) :
    ∫ x in (0 : ℝ)..W, (√(x ^ 2 + D ^ 2) - x) =
      (W * √(W ^ 2 + D ^ 2) + D ^ 2 * arsinh (W / D) - W ^ 2) / 2 := by
  -- an antiderivative of the integrand
  have hF : ∀ x : ℝ, HasDerivAt
      (fun y => (y * √(y ^ 2 + D ^ 2) + D ^ 2 * arsinh (y / D) - y ^ 2) / 2)
      (√(x ^ 2 + D ^ 2) - x) x := by
    intro x
    have hp : 0 < x ^ 2 + D ^ 2 := by positivity
    have hs : 0 < √(x ^ 2 + D ^ 2) := Real.sqrt_pos.2 hp
    have h1 := hasDerivAt_quasiparticle D x hp
    have h2 : HasDerivAt (fun y => arsinh (y / D)) (1 / √(x ^ 2 + D ^ 2)) x := by
      have h := (Real.hasDerivAt_arsinh (x / D)).comp x ((hasDerivAt_id' x).div_const D)
      refine h.congr_deriv ?_
      rw [sqrt_rescale hD]
      field_simp
    have hsq : HasDerivAt (fun y : ℝ => y ^ 2) (2 * x) x := by
      simpa using hasDerivAt_pow 2 x
    have h3 : HasDerivAt
        (fun y => (y * √(y ^ 2 + D ^ 2) + D ^ 2 * arsinh (y / D) - y ^ 2) / 2)
        ((1 * √(x ^ 2 + D ^ 2) + x * (x / √(x ^ 2 + D ^ 2))
          + D ^ 2 * (1 / √(x ^ 2 + D ^ 2)) - 2 * x) / 2) x :=
      ((((hasDerivAt_id' x).fun_mul h1).fun_add (h2.const_mul (D ^ 2))).fun_sub
        hsq).div_const 2
    have key : x * (x / √(x ^ 2 + D ^ 2)) + D ^ 2 * (1 / √(x ^ 2 + D ^ 2))
        = √(x ^ 2 + D ^ 2) := by
      have e : x * (x / √(x ^ 2 + D ^ 2)) + D ^ 2 * (1 / √(x ^ 2 + D ^ 2))
          = (x ^ 2 + D ^ 2) / √(x ^ 2 + D ^ 2) := by ring
      rw [e, div_eq_iff hs.ne', Real.mul_self_sqrt hp.le]
    exact h3.congr_deriv (by linear_combination key / 2)
  have hc : Continuous (fun x : ℝ => √(x ^ 2 + D ^ 2) - x) := by fun_prop
  rw [intervalIntegral.integral_eq_sub_of_hasDerivAt (fun x _ => hF x)
    (hc.intervalIntegrable _ _)]
  simp only [zero_mul, zero_div, Real.arsinh_zero, mul_zero]
  ring

/-- Closed form of the spin-density-wave energy at amplitude `D > 0`. -/
theorem energy_eq (g W : ℝ) {D : ℝ} (hD : 0 < D) :
    energy g W D = D ^ 2 / 2 * (1 / g - arsinh (W / D))
      - W * (√(W ^ 2 + D ^ 2) - W) / 2 := by
  unfold energy
  rw [band_integral W hD]
  ring

/-- The slope of the energy at amplitude `D > 0` is `D (1/g - arsinh (W/D))`. -/
theorem hasDerivAt_energy (g W : ℝ) {D : ℝ} (hD : 0 < D) :
    HasDerivAt (energy g W) (D * (1 / g - arsinh (W / D))) D := by
  have hs : 0 < √(W ^ 2 + D ^ 2) := Real.sqrt_pos.2 (by positivity)
  have h1 : HasDerivAt (fun y => √(W ^ 2 + y ^ 2)) (D / √(W ^ 2 + D ^ 2)) D := by
    simpa only [add_comm (W ^ 2)] using hasDerivAt_quasiparticle W D (by positivity)
  have hi : HasDerivAt (fun y => W / y) (-W / D ^ 2) D :=
    ((hasDerivAt_const D W).fun_div (hasDerivAt_id' D) hD.ne').congr_deriv (by simp)
  have h2 : HasDerivAt (fun y => arsinh (W / y)) (-(W / (D * √(W ^ 2 + D ^ 2)))) D := by
    refine ((Real.hasDerivAt_arsinh (W / D)).comp D hi).congr_deriv ?_
    rw [sqrt_rescale hD]
    field_simp
  have hsq : HasDerivAt (fun y : ℝ => y ^ 2) (2 * D) D := by
    simpa using hasDerivAt_pow 2 D
  have h3 : HasDerivAt (fun y => y ^ 2 / 2 * (1 / g - arsinh (W / y))
        - W * (√(W ^ 2 + y ^ 2) - W) / 2)
      (2 * D / 2 * (1 / g - arsinh (W / D))
        + D ^ 2 / 2 * (-(-(W / (D * √(W ^ 2 + D ^ 2)))))
        - W * (D / √(W ^ 2 + D ^ 2)) / 2) D :=
    ((hsq.div_const 2).fun_mul (h2.const_sub (1 / g))).fun_sub
      (((h1.sub_const W).const_mul W).div_const 2)
  -- the two contributions from the band edge cancel
  have key : D ^ 2 / 2 * (W / (D * √(W ^ 2 + D ^ 2)))
      = W * (D / √(W ^ 2 + D ^ 2)) / 2 := by
    field_simp
  refine (h3.congr_deriv (by linear_combination key)).congr_of_eventuallyEq ?_
  filter_upwards [Ioi_mem_nhds hD] with y hy using energy_eq g W hy

/-- For positive coupling and cutoff the amplitude `gap g W` is positive and satisfies
`arsinh (W / gap) = 1 / g`. -/
lemma gap_spec {g W : ℝ} (hg : 0 < g) (hW : 0 < W) :
    0 < gap g W ∧ arsinh (W / gap g W) = 1 / g := by
  have hS : 0 < sinh (1 / g) := Real.sinh_pos_iff.2 (by positivity)
  refine ⟨div_pos hW hS, ?_⟩
  unfold gap
  rw [div_div_eq_mul_div, mul_div_cancel_left₀ _ hW.ne', Real.arsinh_sinh]

/-- For positive coupling and cutoff, every spin-density wave with amplitude
`0 < D ≤ W / sinh (1/g)` has negative energy. -/
theorem energy_neg {g W D : ℝ} (hg : 0 < g) (hW : 0 < W) (hD : 0 < D)
    (hle : D ≤ gap g W) : energy g W D < 0 := by
  have ha : 1 / g ≤ arsinh (W / D) := by
    rw [← (gap_spec hg hW).2]
    exact Real.arsinh_le_arsinh.2 (by gcongr)
  have hs : W < √(W ^ 2 + D ^ 2) :=
    (Real.lt_sqrt hW.le).2 (by linarith [pow_pos hD 2])
  have hD2 : 0 ≤ D ^ 2 / 2 := by positivity
  rw [energy_eq g W hD]
  nlinarith [mul_nonneg hD2 (sub_nonneg.2 ha), mul_pos hW (sub_pos.2 hs)]

/-- The normal state `D = 0` has zero energy, for cutoff `W ≥ 0`. -/
theorem energy_zero (g : ℝ) {W : ℝ} (hW : 0 ≤ W) : energy g W 0 = 0 := by
  have h : ∫ x in (0 : ℝ)..W, (√(x ^ 2 + (0 : ℝ) ^ 2) - x)
      = ∫ _x in (0 : ℝ)..W, (0 : ℝ) := by
    refine intervalIntegral.integral_congr (fun x hx => ?_)
    rw [Set.uIcc_of_le hW] at hx
    show √(x ^ 2 + (0 : ℝ) ^ 2) - x = 0
    rw [zero_pow two_ne_zero, add_zero, Real.sqrt_sq hx.1, sub_self]
  unfold energy
  rw [h]
  simp

/-- For positive coupling and cutoff, the energy at amplitude `W / sinh (1/g)` is
`-W² / (exp (2/g) - 1)`. -/
theorem condensation_energy {g W : ℝ} (hg : 0 < g) (hW : 0 < W) :
    energy g W (gap g W) = -W ^ 2 / (exp (2 / g) - 1) := by
  have hS : 0 < sinh (1 / g) := Real.sinh_pos_iff.2 (by positivity)
  have hC : 0 < cosh (1 / g) := Real.cosh_pos _
  have hcs : cosh (1 / g) ^ 2 = sinh (1 / g) ^ 2 + 1 := Real.cosh_sq _
  have alg : ∀ S C : ℝ, 0 < S → 0 < C → C ^ 2 = S ^ 2 + 1 →
      √(W ^ 2 + (W / S) ^ 2) = W * C / S ∧
      -(W * (W * C / S - W) / 2) = -W ^ 2 / (2 * S * (C + S)) := by
    intro S C hS hC h
    have hq : C / S * S = C := div_mul_cancel₀ _ hS.ne'
    constructor
    · have e : W ^ 2 + (W / S) ^ 2 = (W * C / S) ^ 2 := by
        rw [div_pow, div_pow, mul_pow, h]
        field_simp
      rw [e, Real.sqrt_sq (by positivity)]
    · rw [eq_div_iff (by positivity)]
      linear_combination -W ^ 2 * (C + S) * hq - W ^ 2 * h
  have hE : exp (2 / g) - 1 = 2 * sinh (1 / g) * (cosh (1 / g) + sinh (1 / g)) := by
    rw [show 2 / g = 1 / g + 1 / g by ring, Real.exp_add, ← Real.cosh_add_sinh]
    linear_combination hcs
  obtain ⟨h1, h2⟩ := alg _ _ hS hC hcs
  rw [energy_eq g W (gap_spec hg hW).1, (gap_spec hg hW).2, sub_self, mul_zero, zero_sub,
    hE, ← h2]
  unfold gap
  rw [h1]

/-- For every positive coupling and cutoff, the spin-density wave of amplitude
`W / sinh (1/g)` has strictly lower energy than any other amplitude `D ≥ 0`, and its
energy lies below that of the normal state `D = 0`. -/
theorem spin_density_wave_wins {g W : ℝ} (hg : 0 < g) (hW : 0 < W) :
    (∀ D, 0 ≤ D → D ≠ gap g W → energy g W (gap g W) < energy g W D) ∧
      energy g W (gap g W) < energy g W 0 := by
  obtain ⟨h0, hgap⟩ := gap_spec hg hW
  have hneg : energy g W (gap g W) < energy g W 0 := by
    rw [energy_zero g hW.le]
    exact energy_neg hg hW h0 le_rfl
  refine ⟨fun D hD hne => ?_, hneg⟩
  rcases hD.eq_or_lt with rfl | hD
  · exact hneg
  rcases lt_or_gt_of_ne hne with hlt | hgt
  · -- below the optimal amplitude the energy falls
    have hanti : StrictAntiOn (energy g W) (Set.Ioc 0 (gap g W)) := by
      refine strictAntiOn_of_deriv_neg (convex_Ioc _ _)
        (fun y hy => (hasDerivAt_energy g W hy.1).continuousAt.continuousWithinAt) ?_
      intro y hy
      rw [interior_Ioc] at hy
      rw [(hasDerivAt_energy g W hy.1).deriv]
      have ha : arsinh (W / gap g W) < arsinh (W / y) :=
        Real.arsinh_lt_arsinh.2 (div_lt_div_of_pos_left hW hy.1 hy.2)
      exact mul_neg_of_pos_of_neg hy.1 (by linarith)
    exact hanti ⟨hD, hlt.le⟩ ⟨h0, le_rfl⟩ hlt
  · -- above it the energy rises
    have hmono : StrictMonoOn (energy g W) (Set.Ici (gap g W)) := by
      refine strictMonoOn_of_deriv_pos (convex_Ici _)
        (fun y hy => (hasDerivAt_energy g W
          (lt_of_lt_of_le h0 hy)).continuousAt.continuousWithinAt) ?_
      intro y hy
      rw [interior_Ici] at hy
      have hy0 : 0 < y := lt_trans h0 hy
      rw [(hasDerivAt_energy g W hy0).deriv]
      have ha : arsinh (W / y) < arsinh (W / gap g W) :=
        Real.arsinh_lt_arsinh.2 (div_lt_div_of_pos_left hW h0 hy)
      exact mul_pos hy0 (by linarith)
    exact hmono (Set.mem_Ici.2 le_rfl) (Set.mem_Ici.2 hgt.le) hgt

end

end SpinDensityWaveEnergy
```

```lean
#print axioms SpinDensityWaveEnergy.condensation_energy
-- 'SpinDensityWaveEnergy.condensation_energy' depends on axioms: [propext, Classical.choice, Quot.sound]
#print axioms SpinDensityWaveEnergy.spin_density_wave_wins
-- 'SpinDensityWaveEnergy.spin_density_wave_wins' depends on axioms: [propext, Classical.choice, Quot.sound]
```

`band_integral` checks the antiderivative and applies the fundamental theorem of calculus; `energy_eq` inserts the result. `hasDerivAt_quasiparticle` supplies the slope of the square root twice, once in $x$ and once in $D$ with the roles exchanged. In `hasDerivAt_energy`, `key` is the cancellation above, and the derivative passes to `energy` because the closed form holds throughout a neighbourhood of any $D>0$.

`gap_spec` shows that $D_0$ is positive and solves $\mathrm{arsinh}(W/D_0)=1/g$. In `energy_neg`, `nlinarith` combines the signs of the two terms. `condensation_energy` carries out the hyperbolic algebra.

The main theorem splits into three cases. For $D=0$ it compares `energy_zero` with `energy_neg`. Below and above $D_0$, the sign of the derivative gives strict monotonicity on $(0,D_0]$ and $[D_0,\infty)$.
